# The exponential of a finite complex matrix that squares to zero is the identity plus the matrix

An operator on a finite-dimensional complex state space, written as a square matrix `N`, is assumed to give zero when applied twice. The lemma `exp_of_sq_zero` states that its exponential is then exactly `1 + N`, with no higher-order terms. Nothing else is asked of `N`. The proof shows that every term of the exponential series from the second power onwards vanishes, so that the series sums to its first two terms, and then uses the fact that a series has only one sum.

Lean 4 with Mathlib refuses this proof:

```lean
import Mathlib

open Matrix
open NormedSpace (exp)

namespace ExpOfSqZero

noncomputable section

variable {ι n : Type*} [Fintype n] [DecidableEq n]

/-- The exponential series of a complex matrix converges to its exponential. -/
theorem exp_hasSum (A : Matrix n n ℂ) :
    HasSum (fun k : ℕ => ((k.factorial : ℂ)⁻¹) • A ^ k) (exp A) := by
  let _ : NormedRing (Matrix n n ℂ) := Matrix.linftyOpNormedRing
  let _ : NormedAlgebra ℂ (Matrix n n ℂ) := Matrix.linftyOpNormedAlgebra
  exact NormedSpace.exp_series_hasSum_exp' (𝕂 := ℂ) A

/-- The exponential of an operator that squares to zero stops after the linear term. -/
theorem exp_of_sq_zero (N : Matrix n n ℂ) (hN : N * N = 0) : exp N = 1 + N := by
  have hz : ∀ k ∉ Finset.range 2, ((k.factorial : ℂ)⁻¹) • N ^ k = 0 := by
    intro k hk
    obtain ⟨r, rfl⟩ := Nat.exists_eq_add_of_le (show 2 ≤ k by simpa using hk)
    rw [pow_add, pow_two, hN, zero_mul, smul_zero]
  have h : HasSum (fun k : ℕ => ((k.factorial : ℂ)⁻¹) • N ^ k)
      (∑ k ∈ Finset.range 2, ((k.factorial : ℂ)⁻¹) • N ^ k) :=
    hasSum_sum_of_ne_finset_zero hz
  rw [(exp_hasSum N).unique h]
  simp [Finset.sum_range_succ]

end

end ExpOfSqZero
```

Compiling this gives:

```
Main.lean:23:62: error: Type mismatch: After simplification, term
  hk
 has type
  1 < k
but is expected to have type
  2 ≤ k
```

As a diff, the version that Lean accepts:

```diff
@@ -21,5 +21,6 @@
   have hz : ∀ k ∉ Finset.range 2, ((k.factorial : ℂ)⁻¹) • N ^ k = 0 := by
     intro k hk
-    obtain ⟨r, rfl⟩ := Nat.exists_eq_add_of_le (show 2 ≤ k by simpa using hk)
+    have hk2 : 2 ≤ k := not_lt.mp fun hlt => hk (Finset.mem_range.mpr hlt)
+    obtain ⟨r, rfl⟩ := Nat.exists_eq_add_of_le hk2
     rw [pow_add, pow_two, hN, zero_mul, smul_zero]
   have h : HasSum (fun k : ℕ => ((k.factorial : ℂ)⁻¹) • N ^ k)
```

Cause. The error lies in the small step that turns `hk`, which says that `k` is not in `Finset.range 2`, into `2 ≤ k`. The call `simpa using hk` simplifies both the hypothesis and the goal and then expects them to match. Here `hk` came out as `1 < k`, while the goal was still `2 ≤ k`. For natural numbers the two say the same thing, and the first even unfolds to the second, but the final comparison in `simpa` does not unfold `<` that far, so Lean reports a type mismatch.

The repair proves the bound without the simplifier. If `k < 2` held, `Finset.mem_range.mpr` would put `k` in the range, against `hk`; `not_lt.mp` turns this refutation of `k < 2` into `2 ≤ k`, in just the form wanted. Giving the bound its own name, `hk2`, and passing that to `Nat.exists_eq_add_of_le` is mere tidying.
